# A spin-1 ion with D > 0 has a nonzero self-consistent transverse moment in zero-temperature mean-field theory exactly when the summed ferromagnetic exchange K with its neighbours exceeds D/2

An ion with spin 1, such as Ni²⁺, in an axial crystal field with \(D>0\) has the state \(m_S=0\) lowest and the pair \(m_S=\pm1\) at energy \(D\) above it. The lowest state carries no moment. In a crystal, however, neighbouring ions exert an exchange field on each other, and a transverse field mixes \(m_S=\pm1\) into the ground state and induces a moment. Can this moment sustain the field that creates it?

In mean-field theory each ion has the Hamiltonian

\[
H = D S_z^2 - h S_x,\qquad h = K m,\qquad m=\langle S_x\rangle ,
\]

where all ions are taken to have the same moment \(m\). The constant \(K>0\) is the sum of the ferromagnetic couplings \(J\) of one ion to its neighbours, with each pair of ions contributing \(-J\,\mathbf S_i\cdot\mathbf S_j\) once to the energy; if the pair energy is written with \(-2J\) instead, \(K\) is twice the sum. Spins are in units of \(\hbar\), and \(D\), \(K\) and \(h\) are energies.

```lean
import Mathlib

open Matrix

namespace SpinOneInducedMoment

noncomputable section
```

## The ion and its exchange field

In the basis \(m_S=1,0,-1\), which Lean numbers 0, 1, 2, the matrix \(S_x\) connects neighbouring states with the element \(s=1/\sqrt2\), and \(S_z\) is diagonal.

```lean
/-- The matrix element of `S_x` between neighbouring spin-1 states, `1/√2`. -/
def ladder : ℝ := √2 / 2

/-- The spin-1 matrix `S_x` in the basis `m_S = 1, 0, -1`. -/
def spinX : Matrix (Fin 3) (Fin 3) ℂ :=
  !![0, (ladder : ℂ), 0; (ladder : ℂ), 0, (ladder : ℂ); 0, (ladder : ℂ), 0]

/-- The spin-1 matrix `S_z` in the basis `m_S = 1, 0, -1`. -/
def spinZ : Matrix (Fin 3) (Fin 3) ℂ := !![1, 0, 0; 0, 0, 0; 0, 0, -1]

/-- The single-ion Hamiltonian `D S_z² - h S_x` in a transverse field `h`. -/
def hamiltonian (D h : ℝ) : Matrix (Fin 3) (Fin 3) ℂ :=
  (D : ℂ) • (spinZ * spinZ) - (h : ℂ) • spinX
```

The expectation value is \(\langle v|A|v\rangle\), with `star` conjugating the left vector. Taking the real part loses nothing for the Hermitian matrix \(S_x\).

```lean
/-- The real part of the expectation value `⟨v|A|v⟩`. -/
def expect (A : Matrix (Fin 3) (Fin 3) ℂ) (v : Fin 3 → ℂ) : ℝ := (star v ⬝ᵥ A *ᵥ v).re
```

A ground state is a unit eigenvector whose energy no real eigenvalue undercuts. Since \(H\) is Hermitian, this is the usual meaning.

```lean
/-- `v` is a unit eigenvector of `H` with energy `E`, and no real eigenvalue of `H` is lower. -/
structure IsGround (H : Matrix (Fin 3) (Fin 3) ℂ) (E : ℝ) (v : Fin 3 → ℂ) : Prop where
  unit : star v ⬝ᵥ v = 1
  eigen : H *ᵥ v = (E : ℂ) • v
  lowest : ∀ (E' : ℝ) (w : Fin 3 → ℂ), w ≠ 0 → H *ᵥ w = (E' : ℂ) • w → E ≤ E'
```

Self-consistency asks that some ground state in the field \(Km\) has the moment \(m\). The choice of ground state will turn out not to matter for \(D>0\).

```lean
/-- The mean-field condition: a ground state in the exchange field `K m` has `⟨S_x⟩ = m`. -/
def IsSelfConsistent (D K m : ℝ) : Prop :=
  ∃ (E : ℝ) (v : Fin 3 → ℂ), IsGround (hamiltonian D (K * m)) E v ∧ expect spinX v = m
```

The energies are expressed through

\[
R=\sqrt{D^2+4h^2},\qquad E_0=\frac{D-R}{2}.
\]

In the code \(R\) is called `gap`. It separates the lowest level from the level \((D+R)/2\), while the third level stays at \(D\).

```lean
/-- The energy `√(D² + 4h²)`. -/
def gap (D h : ℝ) : ℝ := √(D ^ 2 + 4 * h ^ 2)

/-- The energy `(D - √(D² + 4h²))/2`. -/
def groundEnergy (D h : ℝ) : ℝ := (D - gap D h) / 2
```

The candidate ground state is

\[
v=\frac1N\bigl(\sqrt2\,h,\;R+D,\;\sqrt2\,h\bigr),\qquad N^2=2R(R+D).
\]

```lean
/-- The normalisation constant of `groundVector`. -/
def groundNorm (D h : ℝ) : ℝ := √(2 * gap D h * (gap D h + D))

/-- An explicit mixture of `m_S = 0` with the symmetric combination of `m_S = ±1`,
for `D > 0`. -/
def groundVector (D h : ℝ) : Fin 3 → ℂ := fun i =>
  ((![2 * ladder * h / groundNorm D h, (gap D h + D) / groundNorm D h,
    2 * ladder * h / groundNorm D h] i : ℝ) : ℂ)
```

The calculation repeatedly uses \(s^2=1/2\), over the real and the complex numbers, together with \(R^2=D^2+4h^2\) and \(R>0\).

```lean
lemma ladder_sq : ladder ^ 2 = 1 / 2 := by
  unfold ladder
  rw [div_pow, Real.sq_sqrt (by norm_num)]
  norm_num

lemma ladder_sq_complex : (ladder : ℂ) ^ 2 = 1 / 2 := by
  rw [← Complex.ofReal_pow, ladder_sq]
  norm_num

lemma gap_sq (D h : ℝ) : gap D h ^ 2 = D ^ 2 + 4 * h ^ 2 :=
  Real.sq_sqrt (by positivity)

lemma gap_pos {D : ℝ} (hD : 0 < D) (h : ℝ) : 0 < gap D h :=
  Real.sqrt_pos.mpr (by positivity)
```

## The level below D

For amplitudes \(v_0,v_1,v_2\), the equation \(Hv=Ev\) reads

\[
Dv_0-hs\,v_1=Ev_0,\qquad -hs(v_0+v_2)=Ev_1,\qquad Dv_2-hs\,v_1=Ev_2 .
\]

The proof multiplies out the matrix and compares components.

```lean
/-- The eigenvalue equation of the ion, written out for its three amplitudes. -/
theorem eigen_iff (D h E : ℝ) (v : Fin 3 → ℂ) :
    hamiltonian D h *ᵥ v = (E : ℂ) • v ↔
      (D : ℂ) * v 0 - h * ladder * v 1 = E * v 0 ∧
      -((h : ℂ) * ladder * (v 0 + v 2)) = E * v 1 ∧
      (D : ℂ) * v 2 - h * ladder * v 1 = E * v 2 := by
  have key : hamiltonian D h *ᵥ v = ![(D : ℂ) * v 0 - h * ladder * v 1,
      -((h : ℂ) * ladder * (v 0 + v 2)), (D : ℂ) * v 2 - h * ladder * v 1] := by
    funext i
    fin_cases i <;>
      simp [hamiltonian, spinX, spinZ, Matrix.mulVec, dotProduct, Fin.sum_univ_three] <;> ring
  rw [key]
  constructor
  · intro e
    exact ⟨congrFun e 0, congrFun e 1, congrFun e 2⟩
  · rintro ⟨a, b, c⟩
    funext i
    fin_cases i
    exacts [a, b, c]
```

Let \(w\) be an eigenvector with \(E<D\). Subtracting the third equation from the first gives \((D-E)(w_0-w_2)=0\), so \(w_0=w_2\). The first equation gives \((D-E)w_0=hs\,w_1\). If \(w_1\) vanished, so would the whole vector; hence \(w_1\neq0\). Multiplying the middle equation by \(D-E\) and inserting \(w_0\) yields

\[
-2h^2s^2w_1=E(D-E)w_1\quad\Longrightarrow\quad E^2-DE-h^2=0 .
\]

The roots are \((D\pm R)/2\). Because \(R\ge D\), the upper root is at least \(D\) and is excluded, which leaves \(E=E_0\). In the code, `hroot` is the secular equation times \(w_1\), and `hfac` is its factorised form.

```lean
/-- For `D > 0`, an eigenvector with energy below `D` has energy `(D - √(D² + 4h²))/2`, equal
amplitudes on `m_S = ±1`, and a fixed ratio of these to the amplitude on `m_S = 0`. -/
theorem eigen_below {D h E : ℝ} {w : Fin 3 → ℂ} (hD : 0 < D) (hw : w ≠ 0)
    (he : hamiltonian D h *ᵥ w = (E : ℂ) • w) (hE : E < D) :
    E = groundEnergy D h ∧ w 0 = w 2 ∧ ((D : ℂ) - E) * w 0 = h * ladder * w 1 := by
  obtain ⟨e0, e1, e2⟩ := (eigen_iff D h E w).mp he
  have hne : (D : ℂ) - E ≠ 0 := by
    rw [← Complex.ofReal_sub]
    exact Complex.ofReal_ne_zero.mpr (sub_pos.mpr hE).ne'
  have h02 : w 0 = w 2 := mul_left_cancel₀ hne (by linear_combination e0 - e2)
  have h0 : ((D : ℂ) - E) * w 0 = h * ladder * w 1 := by linear_combination e0
  have hb : w 1 ≠ 0 := by
    intro hb
    have z0 : w 0 = 0 := mul_left_cancel₀ hne (by rw [h0, hb]; ring)
    apply hw
    funext i
    fin_cases i
    exacts [z0, hb, h02.symm.trans z0]
  -- eliminating the outer amplitudes leaves the secular equation
  have hroot : ((E : ℂ) ^ 2 - D * E - h ^ 2) * w 1 = 0 := by
    linear_combination ((D : ℂ) - E) * e1 + h * ladder * (e0 + e2)
      + 2 * (h : ℂ) ^ 2 * w 1 * ladder_sq_complex
  have hreal : E ^ 2 - D * E - h ^ 2 = 0 := by
    apply Complex.ofReal_eq_zero.mp
    push_cast
    exact (mul_eq_zero.mp hroot).resolve_right hb
  have hR := gap_sq D h
  have hRD : D ≤ gap D h := by nlinarith [gap_pos hD h, sq_nonneg h]
  have hfac : (E - (D - gap D h) / 2) * (E - (D + gap D h) / 2) = 0 := by
    linear_combination hreal - hR / 4
  have hlt : E - (D + gap D h) / 2 < 0 := by linarith
  exact ⟨sub_eq_zero.mp ((mul_eq_zero.mp hfac).resolve_right hlt.ne), h02, h0⟩
```

The explicit vector is normalised because \(4h^2+(R+D)^2=(R^2-D^2)+(R+D)^2=2R(R+D)\). The outer eigenvalue equations hold because \(D-E_0=(D+R)/2\), and the middle one reduces to \(-2h^2=(D-R)(D+R)/2\). Any eigenvalue below \(E_0\) would also lie below \(D\), and by the previous step it would then equal \(E_0\), a contradiction. The three bullets of the proof follow this order.

```lean
/-- For `D > 0` the explicit vector `groundVector` is a ground state of the ion in the
field `h`, with energy `(D - √(D² + 4h²))/2`. -/
theorem groundVector_isGround {D : ℝ} (hD : 0 < D) (h : ℝ) :
    IsGround (hamiltonian D h) (groundEnergy D h) (groundVector D h) := by
  have hR := gap_sq D h
  have hRp := gap_pos hD h
  have hN : groundNorm D h ^ 2 = 2 * gap D h * (gap D h + D) := Real.sq_sqrt (by positivity)
  have hNp : 0 < groundNorm D h := Real.sqrt_pos.mpr (by positivity)
  have g0 : groundVector D h 0 = ((2 * ladder * h / groundNorm D h : ℝ) : ℂ) := rfl
  have g1 : groundVector D h 1 = (((gap D h + D) / groundNorm D h : ℝ) : ℂ) := rfl
  have g2 : groundVector D h 2 = ((2 * ladder * h / groundNorm D h : ℝ) : ℂ) := rfl
  refine ⟨?_, ?_, ?_⟩
  · have hreal : 2 * ladder * h / groundNorm D h * (2 * ladder * h / groundNorm D h)
        + (gap D h + D) / groundNorm D h * ((gap D h + D) / groundNorm D h)
        + 2 * ladder * h / groundNorm D h * (2 * ladder * h / groundNorm D h) = 1 := by
      have e : ∀ x y n : ℝ, x / n * (x / n) + y / n * (y / n) + x / n * (x / n)
          = (2 * x ^ 2 + y ^ 2) / n ^ 2 := by intro x y n; ring
      rw [e, div_eq_iff (by positivity)]
      linear_combination 8 * h ^ 2 * ladder_sq - hN - hR
    simp only [dotProduct, Fin.sum_univ_three, Pi.star_apply, g0, g1, g2, Complex.star_def,
      Complex.conj_ofReal]
    exact_mod_cast hreal
  · have hRc : (gap D h : ℂ) ^ 2 = (D : ℂ) ^ 2 + 4 * (h : ℂ) ^ 2 := by exact_mod_cast hR
    rw [eigen_iff, g0, g1, g2]
    unfold groundEnergy
    push_cast
    refine ⟨by ring, ?_, by ring⟩
    linear_combination (-4 * (h : ℂ) ^ 2 / groundNorm D h) * ladder_sq_complex
      + (1 / (2 * (groundNorm D h : ℂ))) * hRc
  · intro E' w hw he
    by_contra hlt
    have hlt' : E' < groundEnergy D h := lt_of_not_ge hlt
    have hED : E' < D := by unfold groundEnergy at hlt'; linarith
    exact hlt'.ne (eigen_below hD hw he hED).1
```

## The induced moment

Now take any ground state \(v\). Its energy cannot exceed \(E_0\), so it lies below \(D\), and the previous results give \(E=E_0\) and \(v_0=v_2=t\,v_1\) with the real number \(t=hs/(D-E)\). Normalisation requires

\[
|v_1|^2(1+2t^2)=1,\qquad 2t^2=\frac{h^2}{(D-E)^2}.
\]

With \((D-E)^2+h^2=(D-E)R\), this becomes \(|v_1|^2=(D-E)/R\). Therefore

\[
\langle S_x\rangle=4st\,|v_1|^2=\frac{4s^2h}{R}=\frac{2h}{R}.
\]

The code obtains the weight of \(m_S=0\) in `hw`, and the last `linear_combination` inserts it into the moment.

```lean
/-- For `D > 0`, every ground state in the transverse field `h` carries the moment
`⟨S_x⟩ = 2h/√(D² + 4h²)`. -/
theorem ground_moment {D h E : ℝ} {v : Fin 3 → ℂ} (hD : 0 < D)
    (hv : IsGround (hamiltonian D h) E v) : expect spinX v = 2 * h / gap D h := by
  have ne_zero : ∀ u : Fin 3 → ℂ, star u ⬝ᵥ u = 1 → u ≠ 0 := by
    intro u hu h0
    rw [h0] at hu
    simp at hu
  have hg := groundVector_isGround hD h
  have hRp := gap_pos hD h
  have hle := hv.lowest _ _ (ne_zero _ hg.unit) hg.eigen
  have hED : E < D := by unfold groundEnergy at hle; linarith
  obtain ⟨hE, h02, h0⟩ := eigen_below hD (ne_zero _ hv.unit) hv.eigen hED
  have hp : 0 < D - E := sub_pos.mpr hED
  -- the outer amplitudes are a real multiple t of the central one
  obtain ⟨t, ht, ha⟩ : ∃ t : ℝ, t * (D - E) = h * ladder ∧ v 0 = (t : ℂ) * v 1 := by
    refine ⟨h * ladder / (D - E), div_mul_cancel₀ _ hp.ne', ?_⟩
    have hne : (D : ℂ) - E ≠ 0 := by
      rw [← Complex.ofReal_sub]
      exact Complex.ofReal_ne_zero.mpr hp.ne'
    push_cast
    rw [div_mul_eq_mul_div, eq_div_iff hne]
    linear_combination h0
  have hx : expect spinX v = 2 * ladder * ((v 0).re * (v 1).re + (v 2).re * (v 1).re
      + (v 0).im * (v 1).im + (v 2).im * (v 1).im) := by
    simp [expect, spinX, Matrix.mulVec, dotProduct, Fin.sum_univ_three]
    ring
  have hn : (star v ⬝ᵥ v).re = (v 0).re ^ 2 + (v 0).im ^ 2 + (v 1).re ^ 2 + (v 1).im ^ 2
      + (v 2).re ^ 2 + (v 2).im ^ 2 := by
    simp [dotProduct, Fin.sum_univ_three]
    ring
  rw [hv.unit, Complex.one_re, ← h02, ha, Complex.re_ofReal_mul, Complex.im_ofReal_mul] at hn
  rw [hx, ← h02, ha, Complex.re_ofReal_mul, Complex.im_ofReal_mul]
  have hpR : (D - E) ^ 2 + h ^ 2 = (D - E) * gap D h := by
    rw [hE]
    unfold groundEnergy
    linear_combination -(gap_sq D h) / 4
  -- normalisation fixes the weight of the state m_S = 0
  have hw : ((v 1).re ^ 2 + (v 1).im ^ 2) * gap D h = D - E := by
    apply mul_left_cancel₀ hp.ne'
    linear_combination -((v 1).re ^ 2 + (v 1).im ^ 2) * hpR - (D - E) ^ 2 * hn
      - 2 * ((v 1).re ^ 2 + (v 1).im ^ 2) * (t * (D - E) + h * ladder) * ht
      - 2 * ((v 1).re ^ 2 + (v 1).im ^ 2) * h ^ 2 * ladder_sq
  rw [eq_div_iff hRp.ne']
  linear_combination 4 * ladder * t * hw + 4 * ladder * ht + 4 * h * ladder_sq
```

For a weak field the moment is about \(2h/D\), so the feedback through \(h=Km\) has the gain \(2K/D\). This already suggests the threshold \(K=D/2\).

## The threshold and the size of the moment

Inserting \(h=Km\) gives \(m=2Km/R\). For \(m\neq0\) we may divide by \(m\), which leaves \(R=2K\). Conversely, if \(R=2K\), the explicit ground state has the required moment.

```lean
/-- For `D > 0`, a nonzero `m` is self-consistent exactly when `√(D² + 4K²m²) = 2K`. -/
theorem selfConsistent_iff_gap {D K m : ℝ} (hD : 0 < D) (hm : m ≠ 0) :
    IsSelfConsistent D K m ↔ gap D (K * m) = 2 * K := by
  have hR := gap_pos hD (K * m)
  constructor
  · rintro ⟨E, v, hv, hx⟩
    rw [ground_moment hD hv, div_eq_iff hR.ne'] at hx
    exact mul_left_cancel₀ hm (by linear_combination -hx)
  · intro hg
    refine ⟨_, _, groundVector_isGround hD (K * m), ?_⟩
    rw [ground_moment hD (groundVector_isGround hD (K * m)), div_eq_iff hR.ne', hg]
    ring
```

Squaring \(R=2K\) gives

\[
D^2+4K^2m^2=4K^2 .
\]

A solution with \(m>0\) therefore needs \(D<2K\), and then

\[
m=\sqrt{1-\frac{D^2}{4K^2}} .
\]

For \(K>D/2\) this number is positive and satisfies the equation. The theorem states both the equivalence and the value of every positive solution. Its proof has three parts: `nlinarith` refutes a positive moment for \(2K\le D\), the formula supplies a solution above the threshold, and the squared equation is solved for \(m\), with \(m>0\) selecting the root.

```lean
/-- For `D, K > 0` a self-consistent moment `m > 0` exists if and only if `K > D/2`, and every
such moment equals `√(1 - D²/(4K²))`. -/
theorem induced_moment {D K : ℝ} (hD : 0 < D) (hK : 0 < K) :
    ((∃ m : ℝ, 0 < m ∧ IsSelfConsistent D K m) ↔ D / 2 < K) ∧
      ∀ m : ℝ, 0 < m → IsSelfConsistent D K m → m = √(1 - D ^ 2 / (4 * K ^ 2)) := by
  refine ⟨⟨?_, ?_⟩, ?_⟩
  · rintro ⟨m, hm, hs⟩
    have hg := gap_sq D (K * m)
    rw [(selfConsistent_iff_gap hD hm.ne').mp hs] at hg
    have hpos : 0 < (K * m) ^ 2 := by positivity
    by_contra hc
    have hc' : 2 * K ≤ D := by linarith [le_of_not_gt hc]
    nlinarith
  · intro hKD
    have hq : D ^ 2 / (4 * K ^ 2) * (4 * K ^ 2) = D ^ 2 := div_mul_cancel₀ _ (by positivity)
    have hlt : D ^ 2 / (4 * K ^ 2) < 1 := by
      rw [div_lt_one (by positivity)]
      nlinarith
    have hm : 0 < √(1 - D ^ 2 / (4 * K ^ 2)) := Real.sqrt_pos.mpr (by linarith)
    have hm2 : √(1 - D ^ 2 / (4 * K ^ 2)) ^ 2 = 1 - D ^ 2 / (4 * K ^ 2) :=
      Real.sq_sqrt (by linarith)
    refine ⟨_, hm, (selfConsistent_iff_gap hD hm.ne').mpr ?_⟩
    have e : D ^ 2 + 4 * (K * √(1 - D ^ 2 / (4 * K ^ 2))) ^ 2 = (2 * K) ^ 2 := by
      rw [mul_pow, hm2]
      linear_combination -hq
    unfold gap
    rw [e, Real.sqrt_sq (by positivity)]
  · intro m hm hs
    have hg := gap_sq D (K * m)
    rw [(selfConsistent_iff_gap hD hm.ne').mp hs] at hg
    have e : D ^ 2 / (4 * K ^ 2) = 1 - m ^ 2 := by
      rw [div_eq_iff (by positivity)]
      linear_combination -hg
    rw [e, sub_sub_cancel, Real.sqrt_sq hm.le]
```

As \(K\) decreases to \(D/2\), the moment goes continuously to zero. For \(K\gg D\) it approaches 1, the full moment of spin 1.

At and below the threshold the same equation excludes negative moments too. The value \(m=0\) is self-consistent, since the moment \(2h/R\) vanishes in zero field. Weak exchange thus leaves the ion nonmagnetic along \(x\).

```lean
/-- For `D > 0` and exchange `0 < K ≤ D/2`, the only self-consistent moment of either sign
is `m = 0`. -/
theorem nonmagnetic_of_weak_exchange {D K : ℝ} (hD : 0 < D) (hK : 0 < K) (hKD : K ≤ D / 2)
    (m : ℝ) : IsSelfConsistent D K m ↔ m = 0 := by
  constructor
  · intro hs
    by_contra hm
    have hg := gap_sq D (K * m)
    rw [(selfConsistent_iff_gap hD hm).mp hs] at hg
    have hpos : 0 < (K * m) ^ 2 := by positivity
    nlinarith
  · rintro rfl
    refine ⟨_, _, groundVector_isGround hD (K * 0), ?_⟩
    rw [ground_moment hD (groundVector_isGround hD (K * 0))]
    simp
```

## The energy of the ordered solution

The exchange energy is shared between ions, so the mean-field energy per ion contains the double-counting correction \(Km^2/2\). With \(R=2K\) and \(Km^2=K-D^2/(4K)\),

\[
E_0+\frac{Km^2}{2}=\frac{D-2K}{2}+\frac K2-\frac{D^2}{8K}=-\frac{(2K-D)^2}{8K}.
\]

The solution \(m=0\), which persists above the threshold, has energy 0 and therefore lies higher. The Lean proof substitutes \(R=2K\), clears the denominator and uses the squared equation.

```lean
/-- For `D, K > 0` and a self-consistent `m > 0`, the ground energy in the exchange field plus
the double-counting term `K m²/2` equals `-(2K - D)²/(8K)`. -/
theorem ordered_energy {D K m : ℝ} (hD : 0 < D) (hK : 0 < K) (hm : 0 < m)
    (hs : IsSelfConsistent D K m) :
    groundEnergy D (K * m) + K * m ^ 2 / 2 = -(2 * K - D) ^ 2 / (8 * K) := by
  have hgap := (selfConsistent_iff_gap hD hm.ne').mp hs
  have hg := gap_sq D (K * m)
  rw [hgap] at hg
  unfold groundEnergy
  rw [hgap, eq_div_iff (by positivity)]
  linear_combination -hg

end

end SpinOneInducedMoment
```

The model treats one ion in a static field at zero temperature, with the moment along \(x\) and no rhombic anisotropy. It omits correlations between ions, which can shift the threshold in a real crystal. Within these limits, the formula gives a reference value for a numerical mean-field loop for spin-1 ions.

```lean
#print axioms SpinOneInducedMoment.selfConsistent_iff_gap
#print axioms SpinOneInducedMoment.induced_moment
#print axioms SpinOneInducedMoment.nonmagnetic_of_weak_exchange
#print axioms SpinOneInducedMoment.ordered_energy
```

```
'SpinOneInducedMoment.selfConsistent_iff_gap' depends on axioms: [propext, Classical.choice, Quot.sound]
'SpinOneInducedMoment.induced_moment' depends on axioms: [propext, Classical.choice, Quot.sound]
'SpinOneInducedMoment.nonmagnetic_of_weak_exchange' depends on axioms: [propext, Classical.choice, Quot.sound]
'SpinOneInducedMoment.ordered_energy' depends on axioms: [propext, Classical.choice, Quot.sound]
```
